# Occupations in [0,1] with sum m, on finitely many fermionic modes, come from a mixture of m-particle determinants

Whether given fractional occupations can belong to a mixed state of $m$ fermions is a question about expectation values, so the modes are described here by their algebra and not by a constructed Fock space. There are $M$ modes, with creators $c_p$ and annihilators $a_p$ acting as linear maps on a complex inner product space `H`. Textbooks usually write $a_p^\dagger$ for $c_p$. The structure `IsFermiModes` collects what is assumed:

- $\langle c_p x, y\rangle = \langle x, a_p y\rangle$ for all vectors $x,y$;
- $c_pc_q + c_qc_p = 0$ and $a_pc_q + c_qa_p = \delta_{pq}$;
- a vector $v$ with $a_pv=0$ and $\|v\|=1$, the vacuum.

The relation between two annihilators follows by taking adjoints. Any space with such operators will do, including one larger than the Fock space of the modes.

## Occupations and the ensemble that has them

For a set $S$ of modes, let $\Phi_S = c_S v$ be the determinant whose creators stand in increasing mode order from left to right. Let $x_p$ be real numbers with $0\le x_p\le 1$ and $\sum_p x_p = m$, where $m$ is a natural number. Then there are weights $w_S\ge 0$ with

$$\sum_{|S|=m} w_S = 1,\qquad \sum_{|S|=m} w_S\,\langle \Phi_S, c_p a_q \Phi_S\rangle = \delta_{pq}\,x_p .$$

The left side of the second equation is the one-body density matrix of the ensemble.

## Smeared and variational occupations

Fermi–Dirac smearing over the non-interacting spin-orbital levels of a molecule in a finite basis, with the chemical potential adjusted to an integer electron number, produces numbers $x_p$ of this kind. Some other smearing schemes, such as that of Methfessel and Paxton, can give occupations below 0 or above 1, to which the theorem does not apply. The result supplies an ensemble of fixed particle number with the same occupations, although the grand-canonical state behind the smearing has a fluctuating number.

In density-matrix functional calculations, the occupations are often varied under the constraints $0\le x_p\le1$ and $\sum_p x_p=m$. For a finite set of fixed spin orbitals, every point that these constraints allow belongs to some $m$-particle ensemble. Occupations of spatial orbitals, which run up to 2, must first be divided between the two spins.

## From determinants to a doubly stochastic matrix

**Determinants.** If $p\notin S$, then $a_p$ can be moved to the right through the creators of $\Phi_S$. Each step changes only the sign, and $a_pv=0$, so $a_p\Phi_S=0$. If $p\in S$, then $c_p$ can be moved to the right until it meets its equal. Since $2c_p^2=0$, this gives $c_p\Phi_S=0$.

For the norm, let $\Phi$ be a product of creators on $v$ that does not contain $c_q$. Then

$$\langle c_q\Phi,c_q\Phi\rangle=\langle\Phi,a_qc_q\Phi\rangle=\langle\Phi,\Phi-c_qa_q\Phi\rangle=\langle\Phi,\Phi\rangle .$$

Starting from $\langle v,v\rangle=1$, every determinant has norm one.

For the density matrix, take first $p\in S$. Then $c_pa_q\Phi_S=\delta_{pq}\Phi_S-a_qc_p\Phi_S=\delta_{pq}\Phi_S$. If $p\notin S$, then $\langle\Phi_S,c_pa_q\Phi_S\rangle=\langle a_p\Phi_S,a_q\Phi_S\rangle=0$. Hence the matrix is diagonal, with entry 1 for modes in $S$ and 0 for the others.

**Occupations.** It remains to write $x$ as an average of such 0/1 vectors. Since $\sum_p(1-x_p)=M-m\ge0$, we have $m\le M$, and we can choose a set $A$ of $m$ column labels. Define an $M\times M$ matrix by

$$D_{pj}=\begin{cases}x_p/m & j\in A,\\ (1-x_p)/(M-m) & j\notin A.\end{cases}$$

If $m=0$ or $m=M$, at most one of the two cases occurs; the term missing from the row sums below is then zero, because all $x_p$ are 0 or all are 1 respectively. The entries are non-negative. Each row sums to $x_p+(1-x_p)=1$. A column in $A$ sums to $m/m=1$, and any other column to $(M-m)/(M-m)=1$. So $D$ is doubly stochastic.

By Birkhoff's theorem, $D$ is an average of permutation matrices, with weights $w_\sigma\ge0$ that sum to 1:

$$D_{pj}=\sum_\sigma w_\sigma\,[\sigma(p)=j],$$

where the bracket is 1 if the condition holds and 0 otherwise. Summing over $j\in A$ gives

$$x_p=\sum_\sigma w_\sigma\,[\sigma(p)\in A].$$

The set $T_\sigma=\{p:\sigma(p)\in A\}$ has $m$ elements. Let $w_S$ be the sum of $w_\sigma$ over all $\sigma$ with $T_\sigma=S$. Then $\sum_{|S|=m}w_S=1$ and $\sum_{|S|=m}w_S\,[p\in S]=x_p$. Inserting the density matrices of the determinants gives the claim.

## The Lean source

```lean
import Mathlib

open Finset

namespace EnsembleRepresentability

noncomputable section

variable {M : ℕ} {H : Type*} [NormedAddCommGroup H] [InnerProductSpace ℂ H]

/-- Fermionic modes: creators `c p` adjoint to annihilators `a p`, the canonical
anticommutation relations, and a normalized vacuum `v`. -/
structure IsFermiModes (c a : Fin M → H →ₗ[ℂ] H) (v : H) : Prop where
  adj : ∀ p x y, inner ℂ (c p x) y = inner ℂ x (a p y)
  -- the relation between two annihilators is the adjoint of this one
  cc : ∀ p q x, c p (c q x) + c q (c p x) = 0
  ac : ∀ p q x, a p (c q x) + c q (a p x) = if p = q then x else 0
  vac : ∀ p, a p v = 0
  norm_vac : ‖v‖ = 1

/-- The creators of a list of modes applied to `v`, the last one first. -/
def fill (c : Fin M → H →ₗ[ℂ] H) (v : H) (l : List (Fin M)) : H :=
  l.foldr (fun p w => c p w) v

/-- The determinant `c_S v`, with the creators of `S` in increasing order of modes. -/
def slater (c : Fin M → H →ₗ[ℂ] H) (v : H) (S : Finset (Fin M)) : H :=
  fill c v ((List.finRange M).filter (fun p => decide (p ∈ S)))

variable {c a : Fin M → H →ₗ[ℂ] H} {v : H}

/-- Annihilating a mode that is not filled gives zero. -/
theorem IsFermiModes.annihilate_fill (h : IsFermiModes c a v) {p : Fin M}
    {l : List (Fin M)} (hp : p ∉ l) : a p (fill c v l) = 0 := by
  induction l with
  | nil => exact h.vac p
  | cons q l ih =>
    rw [List.mem_cons, not_or] at hp
    have e := h.ac p q (fill c v l)
    rw [ih hp.2, map_zero, add_zero, if_neg hp.1] at e
    exact e

/-- Pauli exclusion: creating a particle in a filled mode gives zero. -/
theorem IsFermiModes.create_fill (h : IsFermiModes c a v) {p : Fin M}
    {l : List (Fin M)} (hp : p ∈ l) : c p (fill c v l) = 0 := by
  induction l with
  | nil => simp at hp
  | cons q l ih =>
    have e := h.cc p q (fill c v l)
    change c p (c q (fill c v l)) = 0
    rcases List.mem_cons.mp hp with hq | hl
    · subst hq
      rw [← two_smul ℂ] at e
      exact (smul_eq_zero.mp e).resolve_left two_ne_zero
    · rw [ih hl, map_zero, add_zero] at e
      exact e

/-- Every determinant is normalized. -/
theorem IsFermiModes.slater_norm (h : IsFermiModes c a v) (S : Finset (Fin M)) :
    inner ℂ (slater c v S) (slater c v S) = (1 : ℂ) := by
  have key : ∀ l : List (Fin M), l.Nodup →
      inner ℂ (fill c v l) (fill c v l) = (1 : ℂ) := by
    intro l
    induction l with
    | nil =>
      intro _
      change inner ℂ v v = (1 : ℂ)
      rw [inner_self_eq_norm_sq_to_K, h.norm_vac]
      simp
    | cons q l ih =>
      intro hl
      have hq := List.nodup_cons.mp hl
      have e := h.ac q q (fill c v l)
      rw [h.annihilate_fill hq.1, map_zero, add_zero, if_pos rfl] at e
      change inner ℂ (c q (fill c v l)) (c q (fill c v l)) = (1 : ℂ)
      rw [h.adj, e]
      exact ih hq.2
  exact key _ ((List.nodup_finRange M).filter _)

/-- The one-body density matrix of a determinant is diagonal, with entry 1 for the modes
in `S` and 0 for the others. -/
theorem IsFermiModes.slater_rdm (h : IsFermiModes c a v) (S : Finset (Fin M))
    (p q : Fin M) : inner ℂ (slater c v S) (c p (a q (slater c v S))) =
      if p = q ∧ p ∈ S then (1 : ℂ) else 0 := by
  by_cases hp : p ∈ S
  · have e := h.ac q p (slater c v S)
    have z : c p (slater c v S) = 0 := h.create_fill (by simpa using hp)
    rw [z, map_zero, zero_add] at e
    rw [e]
    by_cases hpq : p = q
    · rw [if_pos hpq.symm, if_pos ⟨hpq, hp⟩, h.slater_norm]
    · rw [if_neg (Ne.symm hpq), inner_zero_right, if_neg (fun k => hpq k.1)]
  · have z : a p (slater c v S) = 0 := h.annihilate_fill (by simpa using hp)
    rw [← inner_conj_symm, h.adj, z, inner_zero_right, map_zero, if_neg (fun k => hp k.2)]

/-- Occupations in `[0,1]` with sum `m` are averages of the 0/1 occupations of
`m`-element sets of modes. -/
theorem exists_weights {m : ℕ} (x : Fin M → ℝ) (h0 : ∀ p, 0 ≤ x p) (h1 : ∀ p, x p ≤ 1)
    (hs : ∑ p, x p = m) : ∃ w : Finset (Fin M) → ℝ, (∀ S, 0 ≤ w S) ∧
      ∑ S ∈ powersetCard m univ, w S = 1 ∧
      ∀ p, ∑ S ∈ powersetCard m univ, w S * (if p ∈ S then 1 else 0) = x p := by
  have s1 : ∑ p, (1 - x p) = (M : ℝ) - m := by simp [Finset.sum_sub_distrib, hs]
  have hM : (0 : ℝ) ≤ M - m := s1 ▸ Finset.sum_nonneg fun p _ => sub_nonneg.2 (h1 p)
  have hmM : m ≤ M := by exact_mod_cast sub_nonneg.1 hM
  obtain ⟨A, -, hA⟩ := Finset.exists_subset_card_eq
    (show m ≤ (univ : Finset (Fin M)).card by rwa [Finset.card_fin])
  have cancel : ∀ (y : Fin M → ℝ) (k : ℝ), (∀ p, 0 ≤ y p) → ∑ p, y p = k →
      ∀ p, k * (y p / k) = y p := by
    intro y k hy hk p
    by_cases h : k = 0
    · have e := (Finset.sum_eq_zero_iff_of_nonneg fun p _ => hy p).1 (hk.trans h) p (mem_univ p)
      simp [e]
    · field_simp
  have row : ∀ u t : ℝ, ∑ j, (if j ∈ A then u else t) = m * u + (M - m) * t := by
    intro u t
    have e : ∀ j, (if j ∈ A then u else t) = t + if j ∈ A then u - t else 0 :=
      fun j => by split_ifs <;> ring
    simp only [e, Finset.sum_add_distrib, Finset.sum_ite_mem, Finset.univ_inter,
      Finset.sum_const, hA, Finset.card_fin, nsmul_eq_mul]
    ring
  -- spread x over m columns and the holes 1 - x over the others
  have hD : (Matrix.of fun p j => if j ∈ A then x p / m else (1 - x p) / (M - m) :
      Matrix (Fin M) (Fin M) ℝ) ∈ doublyStochastic ℝ (Fin M) := by
    rw [mem_doublyStochastic_iff_sum]
    refine ⟨fun p j => ?_, fun p => ?_, fun j => ?_⟩ <;> simp only [Matrix.of_apply]
    · split_ifs
      · exact div_nonneg (h0 p) (Nat.cast_nonneg m)
      · exact div_nonneg (sub_nonneg.2 (h1 p)) hM
    · have r : ((M : ℝ) - m) * ((1 - x p) / (M - m)) = 1 - x p :=
        cancel (fun p => 1 - x p) _ (fun p => sub_nonneg.2 (h1 p)) s1 p
      rw [row, cancel x m h0 hs, r]
      ring
    · by_cases hj : j ∈ A
      · have k : 0 < m := hA ▸ Finset.card_pos.2 ⟨j, hj⟩
        simp only [if_pos hj]
        rw [← Finset.sum_div, hs, div_self (by exact_mod_cast k.ne')]
      · have k := Finset.card_lt_card
          ((Finset.ssubset_iff_of_subset (subset_univ A)).2 ⟨j, mem_univ j, hj⟩)
        rw [hA, Finset.card_fin] at k
        simp only [if_neg hj]
        rw [← Finset.sum_div, s1, div_self (sub_ne_zero.2 (by exact_mod_cast k.ne'))]
  -- Birkhoff: a mixture of permutations, each of which selects m modes
  obtain ⟨w, w0, w1, wD⟩ := exists_eq_sum_perm_of_mem_doublyStochastic hD
  obtain ⟨T, hT, memT⟩ : ∃ T : Equiv.Perm (Fin M) → Finset (Fin M),
      (∀ σ, T σ ∈ powersetCard m univ) ∧ ∀ σ p, p ∈ T σ ↔ σ p ∈ A :=
    ⟨fun σ => A.map σ.symm.toEmbedding,
      fun σ => mem_powersetCard.2 ⟨subset_univ _, by rw [Finset.card_map, hA]⟩,
      fun σ p => by rw [Finset.mem_map_equiv, Equiv.symm_symm]⟩
  have tot : ∀ g : Finset (Fin M) → ℝ, ∑ S ∈ powersetCard m univ,
      (∑ σ, if S = T σ then w σ else 0) * g S = ∑ σ, w σ * g (T σ) := by
    intro g
    simp only [Finset.sum_mul, ite_mul, zero_mul]
    rw [Finset.sum_comm]
    simp only [Finset.sum_ite_eq', hT, if_true]
  refine ⟨fun S => ∑ σ, if S = T σ then w σ else 0, fun S => Finset.sum_nonneg fun σ _ => by
    split_ifs; exacts [w0 σ, le_rfl], ?_, fun p => ?_⟩
  · have e := tot fun _ => 1
    simp only [mul_one] at e
    exact e.trans w1
  · refine (tot fun S => if p ∈ S then 1 else 0).trans ?_
    have e : ∀ j ∈ A, ∑ σ, w σ * (if σ p = j then 1 else 0) = x p / m := by
      intro j hj
      have e := congrFun (congrFun wD p) j
      simpa [Matrix.sum_apply, Equiv.Perm.permMatrix, PEquiv.toMatrix_apply, hj] using e
    have s := Finset.sum_congr rfl e
    rw [Finset.sum_comm, Finset.sum_const, hA, nsmul_eq_mul, cancel x m h0 hs] at s
    rw [← s]
    refine Finset.sum_congr rfl fun σ _ => ?_
    simp only [memT, ← Finset.mul_sum, Finset.sum_ite_eq]

/-- Ensemble representability: for occupations in `[0,1]` with sum `m`, some mixture of
determinants of `m` modes has the diagonal one-body density matrix with these entries. -/
theorem IsFermiModes.ensemble_representable (h : IsFermiModes c a v) {m : ℕ}
    (x : Fin M → ℝ) (h0 : ∀ p, 0 ≤ x p) (h1 : ∀ p, x p ≤ 1) (hs : ∑ p, x p = m) :
    ∃ w : Finset (Fin M) → ℝ, (∀ S, 0 ≤ w S) ∧ ∑ S ∈ powersetCard m univ, w S = 1 ∧
      ∀ p q, ∑ S ∈ powersetCard m univ,
        (w S : ℂ) * inner ℂ (slater c v S) (c p (a q (slater c v S))) =
          if p = q then (x p : ℂ) else 0 := by
  obtain ⟨w, w0, w1, wx⟩ := exists_weights x h0 h1 hs
  refine ⟨w, w0, w1, fun p q => ?_⟩
  simp only [h.slater_rdm]
  by_cases hpq : p = q
  · subst hpq
    rw [if_pos rfl, ← wx p, Complex.ofReal_sum]
    refine Finset.sum_congr rfl fun S _ => ?_
    by_cases hp : p ∈ S <;> simp [hp]
  · simp [hpq]

/-- Creators of two modes on the four amplitudes of the empty state, mode 0 filled,
mode 1 filled, and both filled. -/
def twoC (p : Fin 2) : EuclideanSpace ℂ (Fin 4) →ₗ[ℂ] EuclideanSpace ℂ (Fin 4) where
  toFun x := ![!₂[0, x 0, 0, x 2], !₂[0, 0, x 0, -x 1]] p
  map_add' x y := by fin_cases p <;> ext i <;> fin_cases i <;> simp [add_comm]
  map_smul' r x := by fin_cases p <;> ext i <;> fin_cases i <;> simp

/-- Annihilators of two modes on the same four amplitudes. -/
def twoA (p : Fin 2) : EuclideanSpace ℂ (Fin 4) →ₗ[ℂ] EuclideanSpace ℂ (Fin 4) where
  toFun x := ![!₂[x 1, 0, x 3, 0], !₂[x 2, -x 3, 0, 0]] p
  map_add' x y := by fin_cases p <;> ext i <;> fin_cases i <;> simp [add_comm]
  map_smul' r x := by fin_cases p <;> ext i <;> fin_cases i <;> simp

/-- The explicit two-mode operators, with the empty state as vacuum, are fermionic modes. -/
theorem isFermiModes_witness : IsFermiModes twoC twoA !₂[1, 0, 0, 0] where
  adj p x y := by
    fin_cases p <;> simp [twoC, twoA, PiLp.inner_apply, Fin.sum_univ_four]
  cc p q x := by
    fin_cases p <;> fin_cases q <;> ext i <;> fin_cases i <;> simp [twoC]
  ac p q x := by
    fin_cases p <;> fin_cases q <;> ext i <;> fin_cases i <;> simp [twoC, twoA]
  vac p := by fin_cases p <;> ext i <;> fin_cases i <;> simp [twoA]
  norm_vac := by simp [EuclideanSpace.norm_eq, Fin.sum_univ_four]

end

end EnsembleRepresentability
```

```lean
#print axioms EnsembleRepresentability.IsFermiModes.ensemble_representable
```

```
'EnsembleRepresentability.IsFermiModes.ensemble_representable' depends on axioms: [propext, Classical.choice, Quot.sound]
```

## How the Lean statement and its lemmas read

In `IsFermiModes.ensemble_representable`, the modes are the elements of `Fin M`, numbered from 0, and `powersetCard m univ` is the collection of their $m$-element subsets. The function `w` is defined on all subsets, but both sums use only those with $m$ elements. The weights and occupations are real and are cast to complex numbers for the density matrix. The ensemble appears as a weighted sum of expectation values; no density operator is built.

The function `fill` applies a list of creators to the vacuum, and `slater` uses it on the ordered list of the modes in $S$. The lemmas `annihilate_fill` and `create_fill` move an operator through that list by induction, one anticommutation per step. `slater_norm` is the norm calculation above, again by induction, and `slater_rdm` makes the same split into $p\in S$ and $p\notin S$.

`exists_weights` contains the argument about occupations and involves no operators. Its local facts `row` and `cancel` give the row sums. Lean sets division by zero to zero, and `cancel` deals with the cases $m=0$ and $m=M$ by noting that the numerators then vanish too. The fact `tot` regroups a sum over permutations into a sum over subsets. The main theorem then combines `exists_weights` with `slater_rdm`.

The operators `twoC` and `twoA` are an explicit two-mode example on four amplitudes, and `isFermiModes_witness` checks that they satisfy the definition. The doubly filled basis state is $c_0c_1v$, and the minus sign in `twoC` gives $c_1c_0v=-c_0c_1v$, as anticommutation requires.

## Birkhoff's theorem as Mathlib provides it

The decomposition comes from `exists_eq_sum_perm_of_mem_doublyStochastic`. It takes a proof that a matrix belongs to `doublyStochastic` and returns a weight for every permutation, with non-negativity, total weight one and an equality of matrices. The lemma `mem_doublyStochastic_iff_sum` turns membership into the three conditions checked above: non-negative entries, row sums and column sums.

The equality `wD` is between whole matrices. Applying `congrFun` twice extracts the entry in row `p` and column `j`, where the permutation matrix of `σ` has a 1 exactly if `σ p = j`. This convention is why the selected set is the preimage of $A$ under $\sigma$, and not its image.

## Density matrices that are not diagonal

The same argument in rotated modes handles a Hermitian $M\times M$ matrix $\gamma$ with eigenvalues $x_k\in[0,1]$ and trace $m$. Write $\gamma=U\,\mathrm{diag}(x)\,U^\dagger$ with $U$ unitary, and set

$$c'_k=\sum_pU_{pk}c_p,\qquad a'_k=\sum_p\overline{U_{pk}}\,a_p .$$

These operators satisfy the same relations with the same vacuum. The ensemble of determinants built from the $c'_k$ has $\langle c'_ka'_l\rangle=\delta_{kl}x_k$, and transforming back gives $\langle c_pa_q\rangle=\gamma_{qp}$. In this common index convention, $\gamma$ is the transpose of the matrix with entries $\langle c_pa_q\rangle$ used above; for a diagonal matrix the two agree. The rotation is an addition in prose to the diagonal case proved in Lean.

## Existence of weights, and its limits for a code

The theorem guarantees that suitable weights exist. It does not compute them, and they need not be unique, but a Birkhoff decomposition of $D$ can be found efficiently by repeated bipartite matching. The theorem fixes only the one-body density matrix, so energies with interactions, entropies and pair densities may differ between ensembles with the same $x_p$. The pure state $\sum_{|S|=m}\sqrt{w_S}\,\Phi_S$ has the same occupations $x_p$, but its density matrix can have off-diagonal entries. In the Fock space of the modes, a pure $m$-particle state with the whole diagonal matrix need not exist: for one particle in two modes with $x=(1/2,1/2)$, the matrix has rank two, whereas every pure one-particle state gives rank one.

The theorem is the sufficiency half of ensemble representability: admissible occupations are reached. That every $m$-particle ensemble has admissible occupations is a separate statement, which the Lean source leaves out.

The sum must equal the integer $m$ exactly, whereas floating-point occupations satisfy this only up to rounding. The step from the model to a real electronic system is the choice of a finite orthonormal set of spin orbitals as the modes; the hypotheses say nothing about the error of that truncation.
